# Ground-state Schmidt weights and entanglement entropy of two identical coupled harmonic oscillators

If the entanglement entropy of two identical oscillators coupled through their positions is computed by summing over a finite number of Schmidt weights, the discarded tail can be large. If the normal-mode frequencies are in the ratio $10^4$, the twenty largest Schmidt weights of the ground state hold only about 55% of the total probability, and the entropy summed over them is too small. For this Gaussian state the weights are a geometric sequence, so the whole sum can be done in closed form.

## The geometric weights and their entropy

Take two identical oscillators of unit mass, with positions $x$ and $y$ and $\hbar=1$, coupled through their positions so that the normal modes $(x+y)/\sqrt2$ and $(x-y)/\sqrt2$ have frequencies $w_1,w_2>0$. The ground state is

$$\psi(x,y)=\sqrt{\frac{\sqrt{w_1w_2}}{\pi}}\;e^{-[w_1(x+y)^2+w_2(x-y)^2]/4}.$$

Write $a=\sqrt{w_1}$, $b=\sqrt{w_2}$, $\Omega=ab$, and

$$\mu=\frac{b-a}{a+b},\qquad q=\mu^2,\qquad \nu=\sqrt{\langle x^2\rangle\langle p^2\rangle},$$

where $p$ is the momentum conjugate to $x$ and $\nu$ is the symplectic eigenvalue of one oscillator. The claim is that the Schmidt weights are $p_n=(1-q)q^n$ for $n=0,1,2,\dots$, that they sum to one, and that their entropy is

$$S=(\nu+\tfrac12)\ln(\nu+\tfrac12)-(\nu-\tfrac12)\ln(\nu-\tfrac12),\qquad \nu=\frac{w_1+w_2}{4\sqrt{w_1w_2}},$$

with $0\ln0=0$. The entropy is positive exactly when $w_1\neq w_2$.

**From the wavefunction to the weights.** Let $g_t(x)=e^{-\Omega x^2/2+2t\sqrt\Omega\,x-t^2}$, an unnormalised coherent wave. In the exponent of $\psi(x,y)\,g_t(y)$ the coefficient of $y^2$ is $-(a^2+b^2)/4-ab/2=-(a+b)^2/4$, and that of $y$ is $2t\sqrt\Omega+(b^2-a^2)x/2$. The square is therefore centred at

$$c=\frac{4t\sqrt\Omega}{(a+b)^2}+\mu x .$$

The terms left over after completing it are

$$-\frac{a^2+b^2}{4}x^2-t^2+\frac{(a+b)^2}{4}c^2=-\frac{\Omega x^2}{2}+2\mu t\sqrt\Omega\,x-\mu^2t^2,$$

because $(a^2+b^2)-(b-a)^2=2ab$ and $1-4ab/(a+b)^2=\mu^2$. This is the exponent of $g_{\mu t}(x)$. The Gaussian integral over $y$ gives $2\sqrt\pi/(a+b)$, and with the prefactor of $\psi$ this becomes $2\sqrt{ab}/(a+b)=\sqrt{1-q}$. Hence

$$\int\psi(x,y)\,g_t(y)\,dy=\sqrt{1-q}\;g_{\mu t}(x).$$

The coefficient of $t^n$ in $g_t$ is proportional to the $n$th eigenfunction $\varphi_n$ of an oscillator of frequency $\Omega$. Comparing powers of $t$ shows that $\psi$, used as an integral kernel, multiplies $\varphi_n$ by $\sqrt{1-q}\,\mu^n$. So $\psi(x,y)=\sum_n\sqrt{1-q}\,\mu^n\varphi_n(x)\varphi_n(y)$, and the squared coefficients are $p_n$.

**The symplectic eigenvalue.** Each variance of one oscillator is the average over the two modes:

$$\langle x^2\rangle=\frac12\left(\frac1{2w_1}+\frac1{2w_2}\right)=\frac{w_1+w_2}{4w_1w_2},\qquad \langle p^2\rangle=\frac{w_1+w_2}{4}.$$

The root of their product is the stated $\nu$. Then

$$\nu+\tfrac12=\frac{(a+b)^2}{4ab}=\frac1{1-q},\qquad \nu-\tfrac12=\frac{(b-a)^2}{4ab}=q\,(\nu+\tfrac12).$$

**The sums.** The geometric series gives $\sum_n p_n=1$ and $\sum_n n\,p_n=q/(1-q)=\nu-\tfrac12$. For $q>0$, $\ln p_n=\ln(1-q)+n\ln q$, so

$$S=-\ln(1-q)-(\nu-\tfrac12)\ln q .$$

Inserting $\ln(1-q)=-\ln(\nu+\tfrac12)$ and $\ln q=\ln(\nu-\tfrac12)-\ln(\nu+\tfrac12)$ gives the closed form. For $q=0$ the only nonzero weight is $p_0=1$, $\nu=\tfrac12$, and both sides vanish.

**The sign.** If $w_1\ne w_2$, then $q>0$ and $\nu>\tfrac12$, and both terms of

$$S=(\nu-\tfrac12)\left[\ln(\nu+\tfrac12)-\ln(\nu-\tfrac12)\right]+\ln(\nu+\tfrac12)$$

are positive.

## The state and its parameters in Lean

```lean
import Mathlib

open Real MeasureTheory

namespace CoupledOscillatorEntanglement

noncomputable section
```

The wavefunction is entered as an explicit real function of two real positions. No Hamiltonian appears: that this Gaussian is the ground state is physical input.

```lean
/-- Ground-state wavefunction of two identical unit-mass oscillators at `x` and `y` (with `ħ = 1`),
whose normal modes `(x + y)/√2` and `(x - y)/√2` have frequencies `w₁, w₂ > 0`. -/
def groundState (w₁ w₂ x y : ℝ) : ℝ :=
  √(√(w₁ * w₂) / π) * exp (-(w₁ * (x + y) ^ 2 + w₂ * (x - y) ^ 2) / 4)
```

The coherent wave $g_t$ carries its frequency `Ω` as an argument, which the theorem below sets to `√(w₁ * w₂)`.

```lean
/-- Unnormalized coherent wave with real parameter `t` of an oscillator of frequency `Ω > 0`;
it is the generating function in `t` of the oscillator eigenfunctions. -/
def coherentWave (Ω t x : ℝ) : ℝ :=
  exp (-Ω * x ^ 2 / 2 + 2 * t * √Ω * x - t ^ 2)
```

The next three definitions are $\mu$, $q$ and $p_n$.

```lean
/-- The signed ratio `(√w₂ - √w₁)/(√w₁ + √w₂)`, for `w₁, w₂ > 0`. -/
def schmidtRatio (w₁ w₂ : ℝ) : ℝ := (√w₂ - √w₁) / (√w₁ + √w₂)

/-- The parameter `q`, the square of the signed ratio, for `w₁, w₂ > 0`. -/
def q (w₁ w₂ : ℝ) : ℝ := schmidtRatio w₁ w₂ ^ 2

/-- The Schmidt weights `pₙ = (1 - q) qⁿ`, for `w₁, w₂ > 0`. -/
def schmidtWeight (w₁ w₂ : ℝ) (n : ℕ) : ℝ := (1 - q w₁ w₂) * q w₁ w₂ ^ n
```

The weights are defined by their formula and not extracted from a Schmidt decomposition. The link to the state is the coherent-wave theorem below; the comparison of powers of $t$ that completes it was done by hand above and is absent from the Lean code.

The symplectic eigenvalue is defined from the variances, with the normal-mode values $1/(2w)$ and $w/2$ put in directly instead of being computed as integrals over `groundState`.

```lean
/-- Symplectic eigenvalue of one oscillator, `√(⟨x²⟩⟨p²⟩)`, for `w₁, w₂ > 0`. Each variance is the
average of the normal-mode values `1/(2w)` for position and `w/2` for momentum. -/
def symplecticEigenvalue (w₁ w₂ : ℝ) : ℝ :=
  √((1 / (2 * w₁) + 1 / (2 * w₂)) / 2 * ((w₁ / 2 + w₂ / 2) / 2))
```

## The ground state as an integral kernel

Completing the square is a polynomial identity apart from the denominators $a+b$. In the lemma `r` stands for $\sqrt\Omega$, and the only property of it that is used is $r^2=ab$. The two sides differ by a multiple of $r^2-ab$, which `h0` records as zero; `field_simp` and `ring` do the rest.

```lean
/-- Completing the square in the product of the ground state and a coherent wave, where `a` and `b`
are the roots of the two frequencies, `a + b ≠ 0` and `r² = ab`. -/
theorem exponent_completion {a b r : ℝ} (hab : a + b ≠ 0) (hr : r ^ 2 = a * b) (t x y : ℝ) :
    -(a ^ 2 * (x + y) ^ 2 + b ^ 2 * (x - y) ^ 2) / 4
        + (-(a * b) * y ^ 2 / 2 + 2 * t * r * y - t ^ 2)
      = (-(a * b) * x ^ 2 / 2 + 2 * ((b - a) / (a + b) * t) * r * x - ((b - a) / (a + b) * t) ^ 2)
        + -((a + b) ^ 2 / 4) * (y - (4 * t * r / (a + b) ^ 2 + (b - a) / (a + b) * x)) ^ 2 := by
  have h0 : 4 * t ^ 2 * (r ^ 2 - a * b) / (a + b) ^ 2 = 0 := by simp [hr]
  refine sub_eq_zero.1 (Eq.trans ?_ h0)
  field_simp
  ring
```

The theorem then follows the integral by hand. `hint` exponentiates the identity and writes the integrand as a constant times a shifted Gaussian. `hshift` removes the shift by translation invariance and evaluates the Gaussian integral. `hpre` combines the prefactors into $\sqrt{1-q}$.

```lean
/-- For `w₁, w₂ > 0` the ground state, used as an integral kernel between the two oscillators, maps
the coherent wave of parameter `t` to `√(1 - q)` times the one of parameter `t` times the
signed ratio. -/
theorem groundState_maps_coherentWave {w₁ w₂ : ℝ} (h₁ : 0 < w₁) (h₂ : 0 < w₂) (t x : ℝ) :
    ∫ y, groundState w₁ w₂ x y * coherentWave (√(w₁ * w₂)) t y
      = √(1 - q w₁ w₂) * coherentWave (√(w₁ * w₂)) (schmidtRatio w₁ w₂ * t) x := by
  have ha := Real.sqrt_pos.2 h₁
  have hb := Real.sqrt_pos.2 h₂
  have hab : √w₁ + √w₂ ≠ 0 := by positivity
  have hs : √(w₁ * w₂) = √w₁ * √w₂ := Real.sqrt_mul h₁.le w₂
  have hr : √(√w₁ * √w₂) ^ 2 = √w₁ * √w₂ := Real.sq_sqrt (by positivity)
  -- the integrand is a shifted Gaussian in `y`
  have hint : ∀ y, groundState w₁ w₂ x y * coherentWave (√(w₁ * w₂)) t y
      = (√(√w₁ * √w₂ / π) * coherentWave (√(w₁ * w₂)) (schmidtRatio w₁ w₂ * t) x)
        * exp (-((√w₁ + √w₂) ^ 2 / 4) * (y - (4 * t * √(√w₁ * √w₂) / (√w₁ + √w₂) ^ 2
          + (√w₂ - √w₁) / (√w₁ + √w₂) * x)) ^ 2) := by
    intro y
    have h := exponent_completion hab hr t x y
    rw [Real.sq_sqrt h₁.le, Real.sq_sqrt h₂.le] at h
    have e := congrArg Real.exp h
    rw [Real.exp_add, Real.exp_add] at e
    unfold groundState coherentWave schmidtRatio
    rw [hs]
    linear_combination √(√w₁ * √w₂ / π) * e
  have hshift : ∀ c : ℝ, ∫ y : ℝ, exp (-((√w₁ + √w₂) ^ 2 / 4) * (y - c) ^ 2)
      = √(π / ((√w₁ + √w₂) ^ 2 / 4)) := fun c =>
    (integral_sub_right_eq_self
      (fun y : ℝ => exp (-((√w₁ + √w₂) ^ 2 / 4) * y ^ 2)) c).trans (integral_gaussian _)
  -- the prefactors combine to `√(1 - q)`
  have hpre : √(√w₁ * √w₂ / π) * √(π / ((√w₁ + √w₂) ^ 2 / 4)) = √(1 - q w₁ w₂) := by
    have hx : 0 ≤ √w₁ * √w₂ / π := by positivity
    rw [← Real.sqrt_mul hx]
    congr 1
    unfold q schmidtRatio
    field_simp
    ring
  simp_rw [hint]
  rw [integral_const_mul, hshift]
  linear_combination coherentWave (√(w₁ * w₂)) (schmidtRatio w₁ w₂ * t) x * hpre
```

## The symplectic eigenvalue and the ratio $q$

The closed form of $\nu$ is obtained by showing that the product of variances is a perfect square and taking the positive root.

```lean
/-- For `w₁, w₂ > 0` the symplectic eigenvalue is `(w₁ + w₂)/(4√(w₁w₂))`. -/
theorem symplecticEigenvalue_eq {w₁ w₂ : ℝ} (h₁ : 0 < w₁) (h₂ : 0 < w₂) :
    symplecticEigenvalue w₁ w₂ = (w₁ + w₂) / (4 * √(w₁ * w₂)) := by
  have h : (1 / (2 * w₁) + 1 / (2 * w₂)) / 2 * ((w₁ / 2 + w₂ / 2) / 2)
      = ((w₁ + w₂) / (4 * √(w₁ * w₂))) ^ 2 := by
    rw [div_pow, mul_pow, Real.sq_sqrt (by positivity)]
    field_simp
    ring
  rw [symplecticEigenvalue, h, Real.sqrt_sq (by positivity)]
```

The two relations between $\nu$ and $q$ are first proved for positive $a$ and $b$ in `key`, and then applied to the roots of the frequencies. The bound $q<1$ follows from the first relation: if $q\ge1$, the product $(\nu+\tfrac12)(1-q)$ could not equal one.

```lean
/-- For `w₁, w₂ > 0` the symplectic eigenvalue `ν` and `q` obey `(ν + 1/2)(1 - q) = 1` and
`ν - 1/2 = q(ν + 1/2)`, and `q < 1`. -/
theorem symplecticEigenvalue_q {w₁ w₂ : ℝ} (h₁ : 0 < w₁) (h₂ : 0 < w₂) :
    (symplecticEigenvalue w₁ w₂ + 1 / 2) * (1 - q w₁ w₂) = 1 ∧
    symplecticEigenvalue w₁ w₂ - 1 / 2 = q w₁ w₂ * (symplecticEigenvalue w₁ w₂ + 1 / 2) ∧
    q w₁ w₂ < 1 := by
  have key : ∀ a b : ℝ, 0 < a → 0 < b →
      ((a ^ 2 + b ^ 2) / (4 * (a * b)) + 1 / 2) * (1 - ((b - a) / (a + b)) ^ 2) = 1 ∧
      (a ^ 2 + b ^ 2) / (4 * (a * b)) - 1 / 2
        = ((b - a) / (a + b)) ^ 2 * ((a ^ 2 + b ^ 2) / (4 * (a * b)) + 1 / 2) := by
    intro a b ha hb
    have hab : a + b ≠ 0 := by positivity
    constructor <;> field_simp <;> ring
  have h := key _ _ (Real.sqrt_pos.2 h₁) (Real.sqrt_pos.2 h₂)
  rw [Real.sq_sqrt h₁.le, Real.sq_sqrt h₂.le, ← Real.sqrt_mul h₁.le,
    ← symplecticEigenvalue_eq h₁ h₂] at h
  change (symplecticEigenvalue w₁ w₂ + 1 / 2) * (1 - q w₁ w₂) = 1 ∧
    symplecticEigenvalue w₁ w₂ - 1 / 2
      = q w₁ w₂ * (symplecticEigenvalue w₁ w₂ + 1 / 2) at h
  refine ⟨h.1, h.2, ?_⟩
  by_contra hq
  have hν : 0 ≤ symplecticEigenvalue w₁ w₂ := Real.sqrt_nonneg _
  nlinarith [h.1, mul_nonneg hν (sub_nonneg.2 (not_lt.1 hq))]
```

## Summing the weights

`HasSum f s` says that the series with terms `f n` converges to `s`. The mean Schmidt index comes from Mathlib's series for $\sum_n n\,q^n$, multiplied by $1-q$ and rewritten through $\nu$.

```lean
/-- For `w₁, w₂ > 0` the mean Schmidt index `∑ n pₙ` is `ν - 1/2`, where `ν` is the symplectic
eigenvalue. -/
theorem mean_schmidt_index {w₁ w₂ : ℝ} (h₁ : 0 < w₁) (h₂ : 0 < w₂) :
    HasSum (fun n : ℕ => (n : ℝ) * schmidtWeight w₁ w₂ n)
      (symplecticEigenvalue w₁ w₂ - 1 / 2) := by
  obtain ⟨r₁, r₂, hq⟩ := symplecticEigenvalue_q h₁ h₂
  have h0 : 0 ≤ q w₁ w₂ := sq_nonneg _
  have hne : 1 - q w₁ w₂ ≠ 0 := (sub_pos.2 hq).ne'
  have h := (hasSum_coe_mul_geometric_of_norm_lt_one (r := q w₁ w₂)
    (by rwa [Real.norm_of_nonneg h0])).mul_left (1 - q w₁ w₂)
  have hf : (fun n : ℕ => (n : ℝ) * schmidtWeight w₁ w₂ n)
      = fun n : ℕ => (1 - q w₁ w₂) * ((n : ℝ) * q w₁ w₂ ^ n) := by
    funext n
    unfold schmidtWeight
    ring
  have hv : symplecticEigenvalue w₁ w₂ - 1 / 2
      = (1 - q w₁ w₂) * (q w₁ w₂ / (1 - q w₁ w₂) ^ 2) := by
    rw [r₂, eq_div_of_mul_eq hne r₁]
    field_simp
  rw [hf, hv]
  exact h
```

The entropy theorem has two parts, normalisation and the value of the entropy. The function `negMulLog` is $-p\ln p$ with the natural logarithm, and since Lean sets `log 0 = 0`, the convention $0\ln0=0$ holds automatically. Equal frequencies are therefore included.

In the proof, `hterm` expands the logarithm of each weight, treating vanishing weights separately. `hs` adds the two known series, and `hval` converts $\ln(1-q)$ and $\ln q$ into logarithms of $\nu\pm\tfrac12$, with a separate case for $\nu=\tfrac12$.

```lean
/-- For `w₁, w₂ > 0` the Schmidt weights sum to one, and their entropy `-∑ pₙ ln pₙ` is
`(ν + 1/2) ln(ν + 1/2) - (ν - 1/2) ln(ν - 1/2)`, where `ν` is the symplectic eigenvalue and
`0 ln 0 = 0`. -/
theorem schmidt_entropy {w₁ w₂ : ℝ} (h₁ : 0 < w₁) (h₂ : 0 < w₂) :
    HasSum (schmidtWeight w₁ w₂) 1 ∧
    HasSum (fun n => negMulLog (schmidtWeight w₁ w₂ n))
      ((symplecticEigenvalue w₁ w₂ + 1 / 2) * log (symplecticEigenvalue w₁ w₂ + 1 / 2)
        - (symplecticEigenvalue w₁ w₂ - 1 / 2) * log (symplecticEigenvalue w₁ w₂ - 1 / 2)) := by
  obtain ⟨r₁, r₂, hq⟩ := symplecticEigenvalue_q h₁ h₂
  have hne : 1 - q w₁ w₂ ≠ 0 := (sub_pos.2 hq).ne'
  have hsum : HasSum (schmidtWeight w₁ w₂) 1 := by
    have h0 : 0 ≤ q w₁ w₂ := sq_nonneg _
    have h := (hasSum_geometric_of_lt_one h0 hq).mul_left (1 - q w₁ w₂)
    rw [mul_inv_cancel₀ hne] at h
    exact h
  refine ⟨hsum, ?_⟩
  -- `ln pₙ = ln (1 - q) + n ln q` wherever `pₙ` does not vanish
  have hterm : ∀ n, negMulLog (schmidtWeight w₁ w₂ n)
      = -log (1 - q w₁ w₂) * schmidtWeight w₁ w₂ n
        + -log (q w₁ w₂) * ((n : ℝ) * schmidtWeight w₁ w₂ n) := by
    intro n
    by_cases hz : q w₁ w₂ ^ n = 0
    · have hp : schmidtWeight w₁ w₂ n = 0 := by rw [schmidtWeight, hz, mul_zero]
      rw [hp]
      simp
    · have hl : log (schmidtWeight w₁ w₂ n) = log (1 - q w₁ w₂) + n * log (q w₁ w₂) := by
        rw [schmidtWeight, Real.log_mul hne hz, Real.log_pow]
      rw [negMulLog, hl]
      ring
  have hs := (hsum.mul_left (-log (1 - q w₁ w₂))).add
    ((mean_schmidt_index h₁ h₂).mul_left (-log (q w₁ w₂)))
  -- express both logarithms through the symplectic eigenvalue
  have hA : symplecticEigenvalue w₁ w₂ + 1 / 2 ≠ 0 := left_ne_zero_of_mul_eq_one r₁
  have hval : (symplecticEigenvalue w₁ w₂ + 1 / 2) * log (symplecticEigenvalue w₁ w₂ + 1 / 2)
        - (symplecticEigenvalue w₁ w₂ - 1 / 2) * log (symplecticEigenvalue w₁ w₂ - 1 / 2)
      = -log (1 - q w₁ w₂) * 1
        + -log (q w₁ w₂) * (symplecticEigenvalue w₁ w₂ - 1 / 2) := by
    rw [eq_inv_of_mul_eq_one_right r₁, Real.log_inv]
    by_cases hB : symplecticEigenvalue w₁ w₂ - 1 / 2 = 0
    · linear_combination (log (symplecticEigenvalue w₁ w₂ + 1 / 2)
        - log (symplecticEigenvalue w₁ w₂ - 1 / 2) + log (q w₁ w₂)) * hB
    · rw [eq_div_of_mul_eq hA r₂.symm, Real.log_div hB hA]
      ring
  simp only [hterm]
  rw [hval]
  exact hs
```

The last theorem is the criterion for entanglement, stated for the infinite sum `∑'` itself. In one direction, equal frequencies give $q=0$, $\nu=\tfrac12$ and zero entropy. In the other, `hB`, `hlog` and `hA` supply the three inequalities behind the sign argument above.

```lean
/-- For `w₁, w₂ > 0` the entropy of the Schmidt weights is positive exactly when the two
normal-mode frequencies differ. -/
theorem entropy_pos_iff {w₁ w₂ : ℝ} (h₁ : 0 < w₁) (h₂ : 0 < w₂) :
    0 < ∑' n, negMulLog (schmidtWeight w₁ w₂ n) ↔ w₁ ≠ w₂ := by
  rw [(schmidt_entropy h₁ h₂).2.tsum_eq]
  obtain ⟨-, r₂, -⟩ := symplecticEigenvalue_q h₁ h₂
  constructor
  · rintro h rfl
    have hq : q w₁ w₁ = 0 := by simp [q, schmidtRatio]
    have hν : symplecticEigenvalue w₁ w₁ = 1 / 2 := by
      rw [hq] at r₂
      linarith
    rw [hν] at h
    norm_num at h
  · intro hne
    have hd : √w₂ - √w₁ ≠ 0 :=
      sub_ne_zero.2 fun h => hne ((Real.sqrt_inj h₂.le h₁.le).1 h).symm
    have hS : √w₁ + √w₂ ≠ 0 := (add_pos (Real.sqrt_pos.2 h₁) (Real.sqrt_pos.2 h₂)).ne'
    have hq : 0 < q w₁ w₂ :=
      lt_of_le_of_ne (sq_nonneg _) (pow_ne_zero 2 (div_ne_zero hd hS)).symm
    have hν : 0 ≤ symplecticEigenvalue w₁ w₂ := Real.sqrt_nonneg _
    have hB : 0 < symplecticEigenvalue w₁ w₂ - 1 / 2 := by
      rw [r₂]
      positivity
    have hlog := Real.log_lt_log hB
      (show _ < symplecticEigenvalue w₁ w₂ + 1 / 2 by linarith)
    have hA := Real.log_pos (show 1 < symplecticEigenvalue w₁ w₂ + 1 / 2 by linarith)
    nlinarith [mul_pos hB (sub_pos.2 hlog)]

end

end CoupledOscillatorEntanglement
```

```lean
#print axioms CoupledOscillatorEntanglement.groundState_maps_coherentWave
#print axioms CoupledOscillatorEntanglement.entropy_pos_iff
```

```
'CoupledOscillatorEntanglement.groundState_maps_coherentWave' depends on axioms: [propext, Classical.choice, Quot.sound]
'CoupledOscillatorEntanglement.entropy_pos_iff' depends on axioms: [propext, Classical.choice, Quot.sound]
```

## Evaluating the entropy in code

A program that has the two variances computes $\nu$ as the root of their product and inserts it into the closed form. Near $w_1=w_2$ this is delicate: rounding can put $\nu$ slightly below $\tfrac12$, and the second logarithm then has a negative argument. When the frequencies are known, it is safer to compute the small quantity directly,

$$d=\nu-\tfrac12=\frac{(w_1-w_2)^2}{4\sqrt{w_1w_2}\,(\sqrt{w_1}+\sqrt{w_2})^2},\qquad S=(1+d)\ln(1+d)-d\ln d,$$

using a `log1p` routine for $\ln(1+d)$ and returning zero when $d=0$.

The same function appears in entanglement calculations for larger harmonic lattices in their ground state. If the sites are coupled only through their positions, one restricts the position and momentum covariance matrices to the chosen sites, takes the square roots of the eigenvalues of their product as the symplectic eigenvalues, and adds the entropy of each.
